# A Rising Linear Error Makes a Morse Bond Shorter and Stiffer

## A straight line for the dissociation error

The error of an approximate potential curve is represented here by one straight line, $k(r-r_0)$, added to a Morse curve at every real $r$. The Morse curve plays the part of the exact energy, and $r_0$ is its bond length. The slope $k$ is a given constant. It is not computed from a wavefunction.

One physical source of a positive slope is restricted Hartree–Fock theory applied to a covalent bond such as that of H$_2$. When the bond is stretched, the doubly occupied bonding orbital keeps ionic configurations in the wavefunction that the exact state loses. The Hartree–Fock energy therefore lies further and further above the exact one as the atoms separate. The true error levels off at large distance, whereas the line rises forever, so the line is a description of the region around the minimum. A constant part of the error would change neither the bond length nor the curvature, and it is left out.

## The model and its two derivatives

Let $D>0$ be the well depth, $a>0$ the range parameter and

$$u(r)=e^{-a(r-r_0)},\qquad V(r)=D(1-u)^2+k(r-r_0).$$

Since $u'=-au$, the gradient is

$$V'(r)=2D(1-u)\,au+k=2Da(u-u^2)+k,$$

and a second differentiation gives

$$V''(r)=2Da(-au+2au^2)=2Da^2(2u^2-u).$$

For $k=0$ the minimum is at $r_0$, where $u=1$ and the curvature is $2Da^2$.

## One stationary point, at a shorter distance

Take $k>0$ and define the dimensionless number

$$s=\sqrt{1+\frac{2k}{Da}},\qquad\text{so that}\qquad s>1,\quad Da(s^2-1)=2k.$$

The condition $V'(r)=0$ reads $2Da(u^2-u)=k$. Doubling it and replacing $2k$ by $Da(s^2-1)$ gives $4u^2-4u=s^2-1$, or

$$(2u-1-s)(2u-1+s)=0.$$

The second factor is positive because $u>0$ and $s>1$. Hence $u=(1+s)/2$, and since the exponential is injective there is exactly one solution,

$$r_1=r_0-\frac1a\log\frac{1+s}{2}.$$

The argument of the logarithm exceeds one, so $r_1<r_0$.

## The curvature at the new minimum

At $r_1$ we have $2u-1=s$, and therefore

$$V''(r_1)=2Da^2\,u(2u-1)=Da^2\,s(1+s).$$

Using $Da^2s^2=Da^2+2ak$ and then $s>1$,

$$V''(r_1)=Da^2+2ak+Da^2s>2Da^2+2ak.$$

The bond is stiffer than the Morse bond by more than $2ak$.

To see that $r_1$ is the strict global minimum, put $t=e^{-a(r-r_1)}$ and $u_1=(1+s)/2$, so that $u=u_1t$. Expanding the squares gives

$$(1-u_1t)^2-(1-u_1)^2=u_1^2(t-1)^2+2u_1(u_1-1)(t-1).$$

Here $2u_1(u_1-1)=(s^2-1)/2$, and $k=Da(s^2-1)/2$. The energy difference becomes

$$V(r)-V(r_1)=Du_1^2(t-1)^2+\frac{D(s^2-1)}{2}\bigl[t-1+a(r-r_1)\bigr].$$

The bracket has the form $e^x-1-x$ with $x=-a(r-r_1)$, which is positive for $x\neq0$.

## An error that falls with distance

For $k<0$, a stationary point satisfies $2Da\,u(u-1)=k<0$. This forces $u<1$, so $r>r_0$. Moreover,

$$2Da^2-V''(r)=2Da^2(2u+1)(1-u)>0.$$

Both inequalities are reversed. They apply to whatever stationary points exist: a falling line can leave the curve with a minimum and a maximum, or with no stationary point at all if it is steep enough.

## Where the Hessian is evaluated

The linear term has zero second derivative, which suggests the wrong conclusion that it leaves the force constant alone. The slope acts indirectly, through the position of the minimum: a positive slope moves it inward, to a place where the Morse curve bends more strongly. The same slip can enter a formal statement. If the curvature of $V$ were taken at `r0` instead of at `bondLength D a k r0`, it would equal $2Da^2$ for every $k$, and the stiffening would disappear.

A frequency calculation meets the same point in its order of operations. The geometry is first optimised until the gradient of the chosen method is close to zero, and the Hessian of that method is then computed at the optimised geometry. Within this one-coordinate model with a linear error, a Hessian computed at the exact bond length would miss the whole shift, while one computed at the optimised bond length includes it. The harmonic angular frequency is $\sqrt{V''(r_1)/\mu}$ for reduced mass $\mu$, so it is too high when $k>0$. That is the direction in which restricted Hartree–Fock frequencies of ordinary covalent bonds usually err.

## The statement in Lean

The definitions follow the formulas: `morseVar` is $u$, `morse` is the pure Morse curve, `tilted` is $V$, `tilt` is $s$ and `bondLength` is $r_1$. All parameters and the distance are real numbers, in any consistent units.

The theorem `shorter_and_stiffer` assumes $D,a,k>0$ and has five parts:

- The gradient vanishes at $r$ if and only if $r=r_1$.
- The point $r_1$ lies below $r_0$.
- The second derivative of the Morse curve at $r_0$ is $2Da^2$.
- The second derivative of $V$ at $r_1$ is $Da^2s(1+s)$.
- That second derivative exceeds $2Da^2+2ak$.

Under the same assumptions, `bondLength_global_min` says that $V(r_1)<V(r)$ for every $r\neq r_1$. The theorem `longer_and_softer` treats $k<0$ and takes the vanishing gradient at $r$ as a hypothesis.

Gradient and curvature are Mathlib's `deriv` and its iterate, not formulas inserted by definition. Because `deriv` returns zero where a function is not differentiable, the equation `deriv ... = 0` describes a stationary point only together with differentiability, which `hasDerivAt_tilted` supplies at every $r$.

The distance ranges over the whole real line, and $r_0$ may be any real number. Nothing guarantees $r_1>0$, so for a very steep error the model can place its minimum at a negative distance. Errors that are curved or that saturate, and molecules with several coupled coordinates, are not treated.

```lean
import Mathlib

namespace MorseDissociationError

noncomputable section

/-- The Morse variable `exp(-a (r - r0))`. -/
def morseVar (a r0 r : ℝ) : ℝ := Real.exp (-(a * (r - r0)))

/-- The Morse curve with well depth `D`, range parameter `a` and bond length `r0`. -/
def morse (D a r0 r : ℝ) : ℝ := D * (1 - morseVar a r0 r) ^ 2

/-- The Morse curve plus an error that is linear in the distance `r`, with slope `k`. -/
def tilted (D a k r0 r : ℝ) : ℝ := morse D a r0 r + k * (r - r0)

/-- The dimensionless strength `sqrt(1 + 2k/(Da))` of the linear error. -/
def tilt (D a k : ℝ) : ℝ := Real.sqrt (1 + 2 * k / (D * a))

/-- The shifted bond length `r0 - log((1 + s)/2)/a`, where `s` is the strength of the error. -/
def bondLength (D a k r0 : ℝ) : ℝ := r0 - Real.log ((1 + tilt D a k) / 2) / a

/-- The derivative of the Morse variable with respect to distance is `-a` times the variable. -/
theorem hasDerivAt_morseVar (a r0 r : ℝ) :
    HasDerivAt (morseVar a r0) (-(a * morseVar a r0 r)) r := by
  have hx : HasDerivAt (fun x : ℝ => x - r0) 1 r := (hasDerivAt_id' r).sub_const r0
  have h := ((hx.const_mul a).fun_neg).exp
  exact h.congr_deriv (by unfold morseVar; ring)

/-- The energy gradient of the Morse curve with a linear error. -/
theorem hasDerivAt_tilted (D a k r0 r : ℝ) :
    HasDerivAt (tilted D a k r0)
      (2 * D * a * (morseVar a r0 r - morseVar a r0 r ^ 2) + k) r := by
  have hx : HasDerivAt (fun x : ℝ => x - r0) 1 r := (hasDerivAt_id' r).sub_const r0
  have hu := hasDerivAt_morseVar a r0 r
  have h := (((hu.const_sub 1).fun_pow 2).const_mul D).fun_add (hx.const_mul k)
  exact h.congr_deriv (by push_cast; ring)

/-- The second derivative of the energy; the slope `k` does not enter it explicitly. -/
theorem hasDerivAt_deriv_tilted (D a k r0 r : ℝ) :
    HasDerivAt (deriv (tilted D a k r0))
      (2 * D * a ^ 2 * (2 * morseVar a r0 r ^ 2 - morseVar a r0 r)) r := by
  have e : deriv (tilted D a k r0) =
      fun x => 2 * D * a * (morseVar a r0 x - morseVar a r0 x ^ 2) + k :=
    funext fun x => (hasDerivAt_tilted D a k r0 x).deriv
  rw [e]
  have hu := hasDerivAt_morseVar a r0 r
  have h := ((hu.fun_sub (hu.fun_pow 2)).const_mul (2 * D * a)).add_const k
  exact h.congr_deriv (by push_cast; ring)

/-- For a rising error the strength `s` exceeds one and satisfies `D a (s^2 - 1) = 2 k`. -/
theorem tilt_spec {D a k : ℝ} (hD : 0 < D) (ha : 0 < a) (hk : 0 < k) :
    1 < tilt D a k ∧ D * a * (tilt D a k ^ 2 - 1) = 2 * k := by
  have hq : 0 < 2 * k / (D * a) := by positivity
  have hs : tilt D a k ^ 2 = 1 + 2 * k / (D * a) := Real.sq_sqrt (by linarith)
  have h0 : 0 ≤ tilt D a k := Real.sqrt_nonneg _
  refine ⟨by nlinarith, ?_⟩
  have hc : D * a * (2 * k / (D * a)) = 2 * k := by field_simp
  rw [hs]
  linear_combination hc

/-- At the shifted bond length the Morse variable equals `(1 + s)/2`. -/
theorem morseVar_bondLength (D k r0 : ℝ) {a : ℝ} (ha : 0 < a) :
    morseVar a r0 (bondLength D a k r0) = (1 + tilt D a k) / 2 := by
  have h0 : 0 ≤ tilt D a k := Real.sqrt_nonneg _
  unfold morseVar bondLength
  have hc : a * (Real.log ((1 + tilt D a k) / 2) / a)
      = Real.log ((1 + tilt D a k) / 2) := by field_simp
  have he : -(a * (r0 - Real.log ((1 + tilt D a k) / 2) / a - r0))
      = Real.log ((1 + tilt D a k) / 2) := by linear_combination hc
  rw [he, Real.exp_log (by linarith)]

/-- With a rising error the energy gradient vanishes at the shifted bond length and
nowhere else. -/
theorem stationary_iff {D a k : ℝ} (r0 r : ℝ) (hD : 0 < D) (ha : 0 < a) (hk : 0 < k) :
    deriv (tilted D a k r0) r = 0 ↔ r = bondLength D a k r0 := by
  obtain ⟨h1, hs⟩ := tilt_spec hD ha hk
  have hb := morseVar_bondLength D k r0 ha
  rw [(hasDerivAt_tilted D a k r0 r).deriv]
  constructor
  · intro h
    have hu : 0 < morseVar a r0 r := Real.exp_pos _
    -- the stationarity condition is a quadratic in the Morse variable, and it factors
    have hf : D * a * ((2 * morseVar a r0 r - 1 - tilt D a k) *
        (2 * morseVar a r0 r - 1 + tilt D a k)) = 0 := by
      linear_combination -2 * h - hs
    have hp : 2 * morseVar a r0 r - 1 + tilt D a k ≠ 0 := by
      have : 0 < 2 * morseVar a r0 r - 1 + tilt D a k := by linarith
      exact this.ne'
    have hz := (mul_eq_zero.mp
      ((mul_eq_zero.mp hf).resolve_left (mul_pos hD ha).ne')).resolve_right hp
    have heq : morseVar a r0 r = morseVar a r0 (bondLength D a k r0) := by
      rw [hb]; linarith
    -- the Morse variable determines the distance
    have hi : -(a * (r - r0)) = -(a * (bondLength D a k r0 - r0)) :=
      Real.exp_injective heq
    exact mul_left_cancel₀ ha.ne' (by linear_combination -hi)
  · intro h
    rw [h, hb]
    linear_combination (-1 / 2) * hs

/-- A rising linear error leaves the Morse curve with exactly one stationary point. It lies at
a shorter distance than `r0`, and its curvature exceeds the Morse curvature at `r0` by more
than `2 a k`. -/
theorem shorter_and_stiffer {D a k : ℝ} (r0 : ℝ) (hD : 0 < D) (ha : 0 < a) (hk : 0 < k) :
    (∀ r, deriv (tilted D a k r0) r = 0 ↔ r = bondLength D a k r0) ∧
    bondLength D a k r0 < r0 ∧
    deriv (deriv (morse D a r0)) r0 = 2 * D * a ^ 2 ∧
    deriv (deriv (tilted D a k r0)) (bondLength D a k r0)
      = D * a ^ 2 * tilt D a k * (1 + tilt D a k) ∧
    2 * D * a ^ 2 + 2 * a * k
      < deriv (deriv (tilted D a k r0)) (bondLength D a k r0) := by
  obtain ⟨h1, hs⟩ := tilt_spec hD ha hk
  have hcurv : deriv (deriv (tilted D a k r0)) (bondLength D a k r0)
      = D * a ^ 2 * tilt D a k * (1 + tilt D a k) := by
    rw [(hasDerivAt_deriv_tilted D a k r0 _).deriv, morseVar_bondLength D k r0 ha]
    ring
  refine ⟨fun r => stationary_iff r0 r hD ha hk, ?_, ?_, hcurv, ?_⟩
  · have hl := div_pos (Real.log_pos (show 1 < (1 + tilt D a k) / 2 by linarith)) ha
    unfold bondLength
    linarith
  · -- the pure Morse curve is the case of zero slope
    have e : morse D a r0 = tilted D a 0 r0 := by
      funext r
      simp [tilted]
    have hu : morseVar a r0 r0 = 1 := by simp [morseVar]
    rw [e, (hasDerivAt_deriv_tilted D a 0 r0 r0).deriv, hu]
    ring
  · rw [hcurv]
    have hx : D * a ^ 2 * tilt D a k * (1 + tilt D a k)
        = D * a ^ 2 + 2 * a * k + D * a ^ 2 * tilt D a k := by
      linear_combination a * hs
    have hp : 0 < D * a ^ 2 * (tilt D a k - 1) :=
      mul_pos (by positivity) (by linarith)
    linarith

/-- With a rising error the shifted bond length is the strict global minimum of the energy. -/
theorem bondLength_global_min {D a k r : ℝ} (r0 : ℝ) (hD : 0 < D) (ha : 0 < a) (hk : 0 < k)
    (hr : r ≠ bondLength D a k r0) :
    tilted D a k r0 (bondLength D a k r0) < tilted D a k r0 r := by
  obtain ⟨h1, hs⟩ := tilt_spec hD ha hk
  have hb := morseVar_bondLength D k r0 ha
  have hu : morseVar a r0 r
      = (1 + tilt D a k) / 2 * morseVar a (bondLength D a k r0) r := by
    rw [← hb]
    unfold morseVar
    rw [← Real.exp_add]
    congr 1
    ring
  have ht : -(a * (r - bondLength D a k r0)) + 1 < morseVar a (bondLength D a k r0) r :=
    Real.add_one_lt_exp (neg_ne_zero.mpr (mul_ne_zero ha.ne' (sub_ne_zero.mpr hr)))
  -- the energy difference is a square plus a positive remainder
  have hd : tilted D a k r0 r - tilted D a k r0 (bondLength D a k r0)
      = D * ((1 + tilt D a k) / 2 * (morseVar a (bondLength D a k r0) r - 1)) ^ 2
        + D * (tilt D a k ^ 2 - 1) / 2 *
          (a * (r - bondLength D a k r0) + morseVar a (bondLength D a k r0) r - 1) := by
    simp only [tilted, morse, hu, hb]
    linear_combination (-(r - bondLength D a k r0) / 2) * hs
  have hq : 0 < tilt D a k ^ 2 - 1 := by nlinarith
  have hp : 0 < D * (tilt D a k ^ 2 - 1) / 2 *
      (a * (r - bondLength D a k r0) + morseVar a (bondLength D a k r0) r - 1) :=
    mul_pos (by positivity) (by linarith)
  have hn : 0 ≤ D * ((1 + tilt D a k) / 2 *
      (morseVar a (bondLength D a k r0) r - 1)) ^ 2 := by positivity
  linarith

/-- With a falling error every stationary point lies at a longer distance than `r0` and has a
curvature below `2 D a^2`. -/
theorem longer_and_softer {D a k r0 r : ℝ} (hD : 0 < D) (ha : 0 < a) (hk : k < 0)
    (h : deriv (tilted D a k r0) r = 0) :
    r0 < r ∧ deriv (deriv (tilted D a k r0)) r < 2 * D * a ^ 2 := by
  rw [(hasDerivAt_tilted D a k r0 r).deriv] at h
  have hu : 0 < morseVar a r0 r := Real.exp_pos _
  -- stationarity forces the Morse variable below one
  have h1 : morseVar a r0 r < 1 := by
    by_contra hc
    have hc' : 0 ≤ morseVar a r0 r - 1 := by linarith [not_lt.mp hc]
    have hm := mul_nonneg (mul_pos hD ha).le (mul_nonneg hu.le hc')
    nlinarith
  constructor
  · by_contra hc
    have hc' : 0 ≤ r0 - r := by linarith [not_lt.mp hc]
    have hm := mul_nonneg ha.le hc'
    have he : 1 ≤ morseVar a r0 r := Real.one_le_exp (by linarith)
    linarith
  · rw [(hasDerivAt_deriv_tilted D a k r0 r).deriv]
    have hp : 0 < D * a ^ 2 * ((2 * morseVar a r0 r + 1) * (1 - morseVar a r0 r)) :=
      mul_pos (by positivity) (mul_pos (by linarith) (by linarith))
    linarith

end

end MorseDissociationError
```

```lean
#print axioms MorseDissociationError.shorter_and_stiffer
#print axioms MorseDissociationError.bondLength_global_min
#print axioms MorseDissociationError.longer_and_softer
```

```
'MorseDissociationError.shorter_and_stiffer' depends on axioms: [propext, Classical.choice, Quot.sound]
'MorseDissociationError.bondLength_global_min' depends on axioms: [propext, Classical.choice, Quot.sound]
'MorseDissociationError.longer_and_softer' depends on axioms: [propext, Classical.choice, Quot.sound]
```

## From derivatives to the quadratic

The first three lemmas are the differentiation steps. `hasDerivAt_morseVar` is the chain rule for $u$, and `hasDerivAt_tilted` assembles the gradient from it. For the second derivative, `hasDerivAt_deriv_tilted` first shows that the function `deriv (tilted D a k r0)` equals the explicit gradient at every point, and then differentiates that expression.

`tilt_spec` extracts the two facts about $s$ that the derivation uses, $s>1$ and $Da(s^2-1)=2k$. `morseVar_bondLength` assumes $a>0$ and uses that the square root is nonnegative, so that the argument of the logarithm is positive. It cancels the exponential against the logarithm to obtain $u(r_1)=(1+s)/2$.

In `stationary_iff`, the hypothesis `h` is the vanishing gradient and `hs` is the relation for $s$. The combination `-2 * h - hs` is the doubling and substitution done by hand, and it yields the factored quadratic multiplied by $Da$. The proof removes the nonzero factor $Da$, then the positive factor $2u-1+s$, and finishes with `Real.exp_injective`. The converse direction inserts $u=(1+s)/2$ into the gradient.

## From the quadratic to the inequalities

`shorter_and_stiffer` collects the results. The inequality $r_1<r_0$ comes from the positivity of the logarithm. The Morse curvature is obtained by treating the pure Morse curve as `tilted` with slope zero. For the last part, `hx` is the identity $Da^2s(1+s)=Da^2+2ak+Da^2s$, which is $a$ times the relation `hs`, and `hp` states that $Da^2(s-1)$ is positive.

In `bondLength_global_min`, the quantity $t$ appears as `morseVar a (bondLength D a k r0) r`, the Morse variable measured from the new minimum. The step `hu` is $u=u_1t$, and `hd` is the decomposition of the energy difference. `Real.add_one_lt_exp` provides the strict inequality $1+x<e^x$ for $x\neq0$, which makes the second term positive, while the first is a nonnegative square.

`longer_and_softer` argues by contradiction. If $u\ge1$, then $Da\,u(u-1)\ge0$, although stationarity makes this product equal to $k/2<0$. A second contradiction turns $u<1$ into $r>r_0$, since $r\le r_0$ would give $u\ge1$. The curvature bound is the factorisation with $(2u+1)(1-u)$, whose positivity is recorded in `hp`.
